# The percolation threshold in Bruggeman's effective-medium theory

Two phases with conductivities s₁ and s₂ fill the volume fractions f and 1 − f of a composite in dimension d. Bruggeman's theory replaces the composite by a uniform medium of conductivity s. A spherical grain of phase i in this medium has a polarisation proportional to (sᵢ − s)/(sᵢ + (d − 1)s), and s is fixed by requiring that these polarisations average to zero:

f(s₁ − s)/(s₁ + (d − 1)s) + (1 − f)(s₂ − s)/(s₂ + (d − 1)s) = 0.

This self-consistency condition is the postulate of the model; it is not derived here from transport in a given microstructure. The left-hand side is `mismatch d f s₁ s₂ s`. All quantities are real numbers, and the theorems assume d > 1 and s₁ > 0. Complex, frequency-dependent conductivities are not covered. The fraction f may be any real number, which includes the physical range.

```lean
import Mathlib

open Filter Topology

namespace BruggemanPercolation

noncomputable section

/-- The Bruggeman mismatch in dimension `d`: the polarisation terms of the two phases in a medium of
conductivity `s`, weighted by `f` and `1 - f`. The formula is meaningful where both denominators
`s₁ + (d - 1) s` and `s₂ + (d - 1) s` are nonzero. -/
def mismatch (d f s₁ s₂ s : ℝ) : ℝ :=
  f * (s₁ - s) / (s₁ + (d - 1) * s) + (1 - f) * (s₂ - s) / (s₂ + (d - 1) * s)
```

Write k = d − 1. Two abbreviations are used throughout. The first, `linCoeff`, is

b = (fd − 1)s₁ + ((1 − f)d − 1)s₂.

```lean
/-- The coefficient of the linear term in the quadratic form of Bruggeman's equation. -/
def linCoeff (d f s₁ s₂ : ℝ) : ℝ :=
  (f * d - 1) * s₁ + ((1 - f) * d - 1) * s₂
```

The second, `effCond`, is

S = (b + √(b² + 4k s₁s₂)) / (2k).

```lean
/-- The explicit formula for the Bruggeman conductivity of the mixture, intended for `d > 1` and
nonnegative conductivities `s₁` and `s₂` of the phases. -/
def effCond (d f s₁ s₂ : ℝ) : ℝ :=
  (linCoeff d f s₁ s₂ + Real.sqrt (linCoeff d f s₁ s₂ ^ 2 + 4 * (d - 1) * (s₁ * s₂)))
    / (2 * (d - 1))
```

To take a limit, s must be a function of s₂. The predicate `IsEffective d f s₁ s` says that, for every s₂ > 0, the value `s s₂` is positive and solves the condition. It assumes neither a formula for s nor its continuity, and it leaves the values at s₂ ≤ 0 free.

```lean
/-- The function `s` assigns to each positive conductivity `s₂` of the second phase a positive
solution of Bruggeman's equation. -/
def IsEffective (d f s₁ : ℝ) (s : ℝ → ℝ) : Prop :=
  ∀ s₂, 0 < s₂ → 0 < s s₂ ∧ mismatch d f s₁ s₂ (s s₂) = 0
```

## (a) From fractions to a quadratic

Show that for s₁, s₂, s > 0 the self-consistency condition is equivalent to

k s² = b s + s₁s₂.

**Solution.** Both denominators are positive, so multiplying by their product loses nothing:

f(s₁ − s)(s₂ + ks) + (1 − f)(s₂ − s)(s₁ + ks) = 0.

The terms without s add up to s₁s₂, and those in s² to −ks². The coefficient of s is

(fk − (1 − f))s₁ + ((1 − f)k − f)s₂ = (fd − 1)s₁ + ((1 − f)d − 1)s₂ = b.

The condition is therefore s₁s₂ + bs − ks² = 0, as required.

In the proof, `div_add_div` forms the common fraction, `hA` and `hB` rule out a zero denominator, and `linear_combination` checks the expansion.

```lean
/-- For `d > 1` and positive conductivities, Bruggeman's equation is equivalent to a quadratic
equation for the effective conductivity. -/
theorem mismatch_eq_zero_iff {d f s₁ s₂ s : ℝ} (hd : 1 < d) (h₁ : 0 < s₁) (h₂ : 0 < s₂)
    (hs : 0 < s) :
    mismatch d f s₁ s₂ s = 0 ↔ (d - 1) * s ^ 2 = linCoeff d f s₁ s₂ * s + s₁ * s₂ := by
  have hks : 0 < (d - 1) * s := mul_pos (sub_pos.2 hd) hs
  have hA : 0 < s₁ + (d - 1) * s := by linarith
  have hB : 0 < s₂ + (d - 1) * s := by linarith
  unfold mismatch linCoeff
  rw [div_add_div _ _ hA.ne' hB.ne', div_eq_zero_iff]
  constructor
  · rintro (h | h)
    · linear_combination (-1) * h
    · exact absurd h (mul_pos hA hB).ne'
  · intro h
    left
    linear_combination (-1) * h
```

## (b) Choosing the branch of the square root

Show that, for s₁, s₂ > 0, a positive s solves the condition exactly when

s = S.

**Solution.** Let s > 0 satisfy the quadratic. Then s(ks − b) = s₁s₂ > 0, so ks − b > 0, and adding ks > 0 gives 2ks − b > 0. Completing the square,

(2ks − b)² = b² + 4k(ks² − bs) = b² + 4k s₁s₂.

Since 2ks − b is positive, it equals the positive square root, and solving for s gives S.

Conversely, if s = S, then 2ks − b is that square root. Squaring gives 4k(ks² − bs − s₁s₂) = 0, and division by 4k returns the quadratic.

The sign argument is `hprod` and `hpos`; `Real.sqrt_sq` then removes the root. In the other direction `Real.sq_sqrt` supplies the squared equation, and the factor 4k is cancelled.

```lean
/-- For `d > 1` and positive conductivities, a positive `s` solves Bruggeman's equation exactly
when it equals the explicit Bruggeman conductivity. -/
theorem mismatch_eq_zero_iff_eq_effCond {d f s₁ s₂ s : ℝ} (hd : 1 < d) (h₁ : 0 < s₁)
    (h₂ : 0 < s₂) (hs : 0 < s) :
    mismatch d f s₁ s₂ s = 0 ↔ s = effCond d f s₁ s₂ := by
  have hk : 0 < d - 1 := sub_pos.2 hd
  have h12 := mul_pos h₁ h₂
  rw [mismatch_eq_zero_iff hd h₁ h₂ hs]
  unfold effCond
  set b := linCoeff d f s₁ s₂
  rw [eq_div_iff (by linarith : (2 * (d - 1)) ≠ 0)]
  constructor
  · intro h
    -- positivity of `s` selects the upper branch of the square root
    have hprod : s * ((d - 1) * s - b) = s₁ * s₂ := by linear_combination h
    have hpos : 0 < (d - 1) * s - b := (mul_pos_iff_of_pos_left hs).1 (hprod ▸ h12)
    have hks := mul_pos hk hs
    rw [show b ^ 2 + 4 * (d - 1) * (s₁ * s₂) = (2 * (d - 1) * s - b) ^ 2 by
      linear_combination (-4 * (d - 1)) * h, Real.sqrt_sq (by linarith)]
    ring
  · intro h
    have hD : 0 ≤ b ^ 2 + 4 * (d - 1) * (s₁ * s₂) := by
      nlinarith [mul_pos hk h12, sq_nonneg b]
    have hr := Real.sq_sqrt hD
    set r := Real.sqrt (b ^ 2 + 4 * (d - 1) * (s₁ * s₂))
    apply mul_left_cancel₀ (mul_pos four_pos hk).ne'
    linear_combination (2 * (d - 1) * s - b + r) * h + hr
```

## (c) One positive conductivity

Show that for s₁, s₂ > 0 there is exactly one s with

s > 0 and `mismatch d f s₁ s₂ s = 0`.

**Solution.** Because 4k s₁s₂ > 0,

√(b² + 4k s₁s₂) > √(b²) = |b| ≥ −b.

The numerator of S is thus positive, and so is S. By (b), S solves the condition and every positive solution equals S.

The Lean statement uses `∃!`, which means "there is exactly one". It also shows that a function satisfying `IsEffective` exists for every f, so the limits below do not concern an empty class.

```lean
/-- For `d > 1` and positive conductivities of the phases, Bruggeman's equation has exactly one
positive solution. -/
theorem existsUnique_effective {d s₁ s₂ : ℝ} (f : ℝ) (hd : 1 < d) (h₁ : 0 < s₁)
    (h₂ : 0 < s₂) : ∃! s, 0 < s ∧ mismatch d f s₁ s₂ s = 0 := by
  have hk : 0 < d - 1 := sub_pos.2 hd
  have hpos : 0 < effCond d f s₁ s₂ := by
    unfold effCond
    set b := linCoeff d f s₁ s₂
    have h : |b| < Real.sqrt (b ^ 2 + 4 * (d - 1) * (s₁ * s₂)) := by
      rw [← Real.sqrt_sq_eq_abs]
      exact Real.sqrt_lt_sqrt (sq_nonneg _) (by nlinarith [mul_pos hk (mul_pos h₁ h₂)])
    exact div_pos (by linarith [neg_abs_le b]) (by linarith)
  exact ⟨_, ⟨hpos, (mismatch_eq_zero_iff_eq_effCond hd h₁ h₂ hpos).2 rfl⟩,
    fun s hs => (mismatch_eq_zero_iff_eq_effCond hd h₁ h₂ hs.1).1 hs.2⟩
```

## (d) The formula at zero conductivity of the second phase

Show that setting s₂ = 0 in S gives

S = s₁ max(0, (fd − 1)/(d − 1)).

**Solution.** At s₂ = 0 we have b = (fd − 1)s₁, and the square root is |b|. Hence

S = (b + |b|)/(2k).

If fd ≥ 1, then |b| = b and S = b/k = s₁(fd − 1)/(d − 1). If fd ≤ 1, then |b| = −b and S = 0. These are the two branches of the maximum.

Lean makes the same case distinction with `le_total`. The theorem evaluates the formula S only; its link to the self-consistency condition was established for s₂ > 0, so a limit is still needed.

```lean
/-- With an insulating second phase and `d > 1`, the explicit Bruggeman conductivity is zero up to
`f = 1 / d` and grows linearly in `f` beyond, for `s₁ > 0`. -/
theorem effCond_insulator {d s₁ : ℝ} (f : ℝ) (hd : 1 < d) (h₁ : 0 < s₁) :
    effCond d f s₁ 0 = s₁ * max 0 ((f * d - 1) / (d - 1)) := by
  have hk : 0 < d - 1 := sub_pos.2 hd
  have hb : linCoeff d f s₁ 0 = (f * d - 1) * s₁ := by unfold linCoeff; ring
  unfold effCond
  rw [hb, show ((f * d - 1) * s₁) ^ 2 + 4 * (d - 1) * (s₁ * 0) = ((f * d - 1) * s₁) ^ 2 by ring,
    Real.sqrt_sq_eq_abs, div_eq_iff (by linarith : (2 * (d - 1)) ≠ 0)]
  rcases le_total 0 (f * d - 1) with h | h
  · rw [abs_of_nonneg (mul_nonneg h h₁.le), max_eq_right (div_nonneg h hk.le)]
    have q : (f * d - 1) / (d - 1) * (d - 1) = f * d - 1 := div_mul_cancel₀ _ hk.ne'
    linear_combination (-2 * s₁) * q
  · rw [abs_of_nonpos (mul_nonpos_of_nonpos_of_nonneg h h₁.le),
      max_eq_left (div_nonpos_of_nonpos_of_nonneg h hk.le)]
    ring
```

## (e) The insulating limit in dimension d

Let s(s₂) be the positive solution for each s₂ > 0. Show that, as s₂ → 0⁺,

s(s₂) → s₁ max(0, (fd − 1)/(d − 1)).

**Solution.** By (b), s(s₂) = S for every s₂ > 0. The expression S is built from polynomials in s₂, a square root and division by the constant 2k, so it is continuous at s₂ = 0. Its limit is its value there, which is (d).

The mixture therefore stops conducting in the limit when f ≤ 1/d. This threshold belongs to the mean-field equation; in general it differs from the point at which connected clusters first span a random medium or a lattice, although the two can coincide, as for bonds on the square lattice, where both are 1/2.

In Lean, `𝓝[>] 0` expresses the approach from above, `fun_prop` proves continuity, and `congr'` transfers the limit from S to the given function, since they agree for s₂ > 0.

```lean
/-- Percolation threshold in dimension `d > 1`: for `s₁ > 0`, the positive Bruggeman conductivity
tends to `s₁ max(0, (f d - 1) / (d - 1))` as the second phase becomes insulating. -/
theorem percolation_limit {d f s₁ : ℝ} {s : ℝ → ℝ} (hd : 1 < d) (h₁ : 0 < s₁)
    (hs : IsEffective d f s₁ s) :
    Tendsto s (𝓝[>] 0) (𝓝 (s₁ * max 0 ((f * d - 1) / (d - 1)))) := by
  have hc : Continuous (fun s₂ => effCond d f s₁ s₂) := by
    unfold effCond linCoeff
    fun_prop
  have hlim : Tendsto (fun s₂ => effCond d f s₁ s₂) (𝓝[>] 0) (𝓝 (effCond d f s₁ 0)) :=
    (hc.tendsto 0).mono_left nhdsWithin_le_nhds
  rw [effCond_insulator f hd h₁] at hlim
  -- the given solution coincides with the explicit one for `s₂ > 0`
  refine hlim.congr' ?_
  filter_upwards [self_mem_nhdsWithin] with s₂ h₂
  exact ((mismatch_eq_zero_iff_eq_effCond hd h₁ h₂ (hs s₂ h₂).1).1 (hs s₂ h₂).2).symm
```

## (f) Three dimensions

Let s(s₂) be the positive root, for each s₂ > 0, of

f(s₁ − s)/(s₁ + 2s) + (1 − f)(s₂ − s)/(s₂ + 2s) = 0.

Show that, as s₂ → 0⁺,

s(s₂) → s₁ max(0, (3f − 1)/2).

**Solution.** This is (e) with d = 3 and d − 1 = 2. The threshold is f = 1/3.

The theorem writes the equation out in full, so it can be read without the earlier definitions. It offers a test for a numerical Bruggeman solver fed with phase conductivities from electronic-structure calculations, as long as there are two phases with real, positive conductivities.

```lean
/-- In three dimensions, for `s₁ > 0`, the positive root of Bruggeman's equation tends to
`s₁ max(0, (3 f - 1) / 2)` as `s₂` tends to zero from above. -/
theorem percolation_limit_three {f s₁ : ℝ} {s : ℝ → ℝ} (h₁ : 0 < s₁)
    (hs : ∀ s₂, 0 < s₂ → 0 < s s₂ ∧
      f * (s₁ - s s₂) / (s₁ + 2 * s s₂) + (1 - f) * (s₂ - s s₂) / (s₂ + 2 * s s₂) = 0) :
    Tendsto s (𝓝[>] 0) (𝓝 (s₁ * max 0 ((3 * f - 1) / 2))) := by
  have h32 : (3 : ℝ) - 1 = 2 := by norm_num
  have he : IsEffective 3 f s₁ s := by
    intro s₂ h₂
    unfold mismatch
    rw [h32]
    exact hs s₂ h₂
  have h := percolation_limit (by norm_num) h₁ he
  rwa [h32, mul_comm f 3] at h
```

## (g) Below the threshold

Let fd < 1. Show that, as s₂ → 0⁺,

s(s₂)/s₂ → 1/(1 − fd).

**Solution.** Write the quadratic as s(ks − b) = s₁s₂. The right-hand side is nonzero, so ks − b is nonzero and

s/s₂ = s₁/(ks − b).

By (e), s → 0, while b → (fd − 1)s₁. The denominator tends to (1 − fd)s₁ > 0, which gives the result.

The mixture conducts only as well as the poor phase, enhanced by a factor that grows as f approaches 1/d. The proof takes the limit of the right-hand quotient first, in `hlim`, and then uses the quadratic `q` to identify it with s/s₂.

A neighbouring result follows from the same quotient. The condition is unchanged when s₁, s₂ and s are multiplied by a common positive factor, so s/s₂ depends only on s₂/s₁ at fixed f and d. Holding s₂ fixed and letting s₁ → ∞ thus gives s → s₂/(1 − fd), the case of perfectly conducting grains below the threshold.

```lean
/-- Below the threshold, `f d < 1`, with `d > 1` and `s₁ > 0`, the effective conductivity is
proportional to that of the poor conductor as `s₂` tends to zero, with factor `1 / (1 - f d)`. -/
theorem scaling_below_threshold {d f s₁ : ℝ} {s : ℝ → ℝ} (hd : 1 < d) (h₁ : 0 < s₁)
    (hf : f * d < 1) (hs : IsEffective d f s₁ s) :
    Tendsto (fun s₂ => s s₂ / s₂) (𝓝[>] 0) (𝓝 (1 / (1 - f * d))) := by
  have h0 := percolation_limit hd h₁ hs
  rw [max_eq_left (div_nonpos_of_nonpos_of_nonneg (by linarith) (by linarith)), mul_zero] at h0
  have hc : Continuous (fun s₂ => linCoeff d f s₁ s₂) := by
    unfold linCoeff
    fun_prop
  have hb : Tendsto (fun s₂ => linCoeff d f s₁ s₂) (𝓝[>] 0) (𝓝 (linCoeff d f s₁ 0)) :=
    (hc.tendsto 0).mono_left nhdsWithin_le_nhds
  have hval : (d - 1) * 0 - linCoeff d f s₁ 0 = (1 - f * d) * s₁ := by unfold linCoeff; ring
  have hg : 0 < 1 - f * d := by linarith
  have hden := (h0.const_mul (d - 1)).sub hb
  rw [hval] at hden
  have hlim := (tendsto_const_nhds (x := s₁)).div hden (mul_pos hg h₁).ne'
  rw [show s₁ / ((1 - f * d) * s₁) = 1 / (1 - f * d) by
    rw [div_eq_div_iff (mul_pos hg h₁).ne' hg.ne']; ring] at hlim
  refine hlim.congr' ?_
  filter_upwards [self_mem_nhdsWithin] with s₂ h₂
  have h₂' : 0 < s₂ := h₂
  have q := (mismatch_eq_zero_iff hd h₁ h₂' (hs s₂ h₂').1).1 (hs s₂ h₂').2
  have hne : (d - 1) * s s₂ - linCoeff d f s₁ s₂ ≠ 0 := by
    intro hz
    apply (mul_pos h₁ h₂').ne'
    linear_combination s s₂ * hz - q
  change s₁ / ((d - 1) * s s₂ - linCoeff d f s₁ s₂) = s s₂ / s₂
  rw [div_eq_div_iff hne h₂'.ne']
  linear_combination (-1) * q
```

## (h) At the threshold

Let fd = 1. Show that, as s₂ → 0⁺,

s(s₂)²/s₂ → s₁/(d − 1).

**Solution.** Now the s₁ term of b vanishes and (1 − f)d − 1 = d − 2, so b = (d − 2)s₂. Dividing the quadratic by k s₂ gives

s²/s₂ = (s₁ + (d − 2)s)/(d − 1).

Since s → 0 by (e), the right-hand side tends to s₁/(d − 1). The conductivity therefore vanishes like the square root of s₂, more slowly than in (g).

The case d = 2, f = 1/2 is especially simple: b = 0, and s = √(s₁s₂) holds for every s₂ > 0, not just in the limit.

In Lean, `hlim` is the limit of the right-hand side, and the last line checks the identity from the quadratic and `hf`.

```lean
/-- At the threshold, `f d = 1`, with `d > 1` and `s₁ > 0`, the squared effective conductivity
divided by `s₂` tends to `s₁ / (d - 1)` as `s₂` tends to zero from above. -/
theorem scaling_at_threshold {d f s₁ : ℝ} {s : ℝ → ℝ} (hd : 1 < d) (h₁ : 0 < s₁)
    (hf : f * d = 1) (hs : IsEffective d f s₁ s) :
    Tendsto (fun s₂ => s s₂ ^ 2 / s₂) (𝓝[>] 0) (𝓝 (s₁ / (d - 1))) := by
  have h0 := percolation_limit hd h₁ hs
  rw [hf, sub_self, zero_div, max_self, mul_zero] at h0
  have hlim := ((h0.const_mul (d - 2)).const_add s₁).div_const (d - 1)
  rw [mul_zero, add_zero] at hlim
  refine hlim.congr' ?_
  filter_upwards [self_mem_nhdsWithin] with s₂ h₂
  have h₂' : 0 < s₂ := h₂
  have q := (mismatch_eq_zero_iff hd h₁ h₂' (hs s₂ h₂').1).1 (hs s₂ h₂').2
  unfold linCoeff at q
  rw [div_eq_div_iff (sub_pos.2 hd).ne' h₂'.ne']
  linear_combination (-1) * q + (s₂ - s₁) * s s₂ * hf

end

end BruggemanPercolation
```

```lean
#print axioms BruggemanPercolation.percolation_limit
-- 'BruggemanPercolation.percolation_limit' depends on axioms: [propext, Classical.choice, Quot.sound]
#print axioms BruggemanPercolation.percolation_limit_three
-- 'BruggemanPercolation.percolation_limit_three' depends on axioms: [propext, Classical.choice, Quot.sound]
#print axioms BruggemanPercolation.scaling_below_threshold
-- 'BruggemanPercolation.scaling_below_threshold' depends on axioms: [propext, Classical.choice, Quot.sound]
#print axioms BruggemanPercolation.scaling_at_threshold
-- 'BruggemanPercolation.scaling_at_threshold' depends on axioms: [propext, Classical.choice, Quot.sound]
```
